# A twice differentiable switch of width w that is flat at both ends has curvature at least 4/w² somewhere

Let $w>0$, and let $f$ be twice differentiable on the real line with $f(0)=1$, $f(w)=0$ and $f'(0)=f'(w)=0$. Then $|f''(x)|\ge 4/w^2$ for some $x$ in $[0,w]$. If $f$ interpolates an energy density linearly between two fixed values $e_0$ and $e_1$, the second derivative of that energy density in the switching variable reaches at least $4|e_0-e_1|/w^2$ in magnitude. For $e_0\neq e_1$ its largest magnitude therefore grows without bound as the switch is narrowed, whichever formula is used for $f$.

## Switching between two kinds of electron density

Some semilocal exchange-correlation functionals treat regions dominated by a single orbital shape differently from regions of slowly varying density. They tell them apart by an iso-orbital indicator, the dimensionless number

$$\alpha=\frac{\tau-\tau_W}{\tau_{\rm unif}},$$

where $\tau$ is the kinetic energy density of the orbitals, $\tau_W$ its single-orbital (von Weizsäcker) value and $\tau_{\rm unif}$ its value in a uniform gas of the same density. In a single-orbital region $\alpha=0$. A switching function of $\alpha$ takes the functional from one energy expression to the other, and a designer may want that change to happen over a short interval. The question is what a short interval costs in the second derivative.

The development uses real functions of one real variable.

```lean
import Mathlib

open Set

namespace IsoOrbitalSwitch

noncomputable section
```

The switch starts at one, ends at zero, and is flat at both ends. Flatness means that it can join constant branches on either side without a kink. At $\alpha=0$ it also means that the interpolated energy density does not respond to $\alpha$ to first order.

In `IsSwitch w f f'` the symbol `f'` is the name of a second function, and the field `slope` says that it is the derivative of `f` at every real point. The other four fields are the boundary conditions. Differentiability is required on the whole line, although the physical indicator is never negative. Nothing requires `f` to decrease steadily or to stay between zero and one.

```lean
/-- A switching function `f` of width `w` with slope `f'`: it goes from one at `0` to zero
at `w`, and its slope vanishes at both ends. -/
structure IsSwitch (w : ℝ) (f f' : ℝ → ℝ) : Prop where
  slope : ∀ x, HasDerivAt f (f' x) x
  value_zero : f 0 = 1
  value_end : f w = 0
  slope_zero : f' 0 = 0
  slope_end : f' w = 0
```

Both slope conditions matter for the constant 4. The function $1-(x/w)^2$ meets every condition except flatness at $w$, and its curvature has magnitude $2/w^2$ everywhere. A half-turn of its graph about the point $(w/2,1/2)$ gives $(1-x/w)^2$, which fails only flatness at $0$ and has curvature of the same magnitude. The second case matters in practice, because a switch in use may have a nonzero slope at $\alpha=0$. The theorems below do not cover such a switch, but if it is flat at $w$, Taylor's theorem about $x=w$ still gives a point of $[0,w]$ where $f''=2/w^2$, so the growth as $1/w^2$ remains.

## The energy density and its second derivative

The model here takes the two energy expressions to depend on the density and its gradient only, so with those held fixed they are just two numbers. Some functionals let $\alpha$ enter these expressions as well, and the model does not cover them. The interpolated energy density is

$$e(\alpha)=e_1+f(\alpha)\,(e_0-e_1),$$

which equals $e_0$ at $\alpha=0$ and $e_1$ at $\alpha=w$. The subscript 1 thus marks the far end of the switch, which is $\alpha=1$ only when $w=1$.

```lean
/-- The exchange-correlation energy density at fixed density and gradient, interpolated by the
switch `f` of the iso-orbital indicator `α` between the values `e₀` (`f = 1`) and `e₁` (`f = 0`). -/
def xcEnergy (e₀ e₁ : ℝ) (f : ℝ → ℝ) (α : ℝ) : ℝ := e₁ + f α * (e₀ - e₁)
```

The word "kernel" here stands for $e''(\alpha)$. In the textbook sense, the exchange-correlation kernel is the second functional derivative of the energy with respect to the density. The quantity below is one ingredient of it.

```lean
/-- The second derivative (taken with `deriv`) of the energy density in the iso-orbital indicator,
called the kernel here. It is not the full exchange-correlation kernel. -/
def xcKernel (e₀ e₁ : ℝ) (f : ℝ → ℝ) (α : ℝ) : ℝ := deriv (deriv (xcEnergy e₀ e₁ f)) α
```

Lean's `deriv` returns zero where a function has no derivative, but the theorems on the kernel assume that both derivatives exist, so there `xcKernel` is the true second derivative.

A concrete switch is the cubic with the required boundary values and slopes,

$$f(x)=1-3\left(\frac{x}{w}\right)^2+2\left(\frac{x}{w}\right)^3 .$$

```lean
/-- The cubic switch, for width `w ≠ 0`. -/
def cubicSwitch (w x : ℝ) : ℝ := 1 - 3 * (x / w) ^ 2 + 2 * (x / w) ^ 3
```

## A positive slope means a rise

The argument rests on one comparison, used four times. Let $\varphi$ be differentiable and $a<b$, with $\varphi'>0$ on the open interval $(a,b)$. By the mean value theorem there is a $c$ in $(a,b)$ with

$$\varphi'(c)=\frac{\varphi(b)-\varphi(a)}{b-a}.$$

The left side and the denominator are positive, so $\varphi(a)<\varphi(b)$. Continuity of $\varphi'$ plays no part.

In the proof, `exists_hasDerivAt_eq_slope` is the mean value theorem. The rewriting step clears the denominator, and `mul_pos` gives the sign of the product $\varphi'(c)(b-a)$.

```lean
/-- For `a < b`, a function differentiable on the real line whose derivative is positive between `a`
and `b` is larger at `b` than at `a`. -/
theorem lt_of_slope_pos {φ φ' : ℝ → ℝ} {a b : ℝ} (hab : a < b)
    (hd : ∀ x, HasDerivAt φ (φ' x) x) (hpos : ∀ x ∈ Ioo a b, 0 < φ' x) : φ a < φ b := by
  obtain ⟨c, hc, h⟩ := exists_hasDerivAt_eq_slope φ φ' hab
    (fun x _ => (hd x).continuousAt.continuousWithinAt) (fun x _ => hd x)
  rw [eq_div_iff (sub_pos.2 hab).ne'] at h
  have := mul_pos (hpos c hc) (sub_pos.2 hab)
  linarith
```

## A slope below too low a tent cannot bring the switch down

The downward slope $-f'$ must integrate to a total drop of one across the interval. Suppose that it lies strictly below a tent whose sides have steepness $K$:

$$-f'(x)<Kx\quad(0<x<w/2),\qquad -f'(x)<K(w-x)\quad(w/2<x<w).$$

The tent has height $Kw/2$ and area $Kw^2/4$, so one expects $1<Kw^2/4$. Two parabolas give this without integration.

On the left half take $\varphi(x)=f(x)+\tfrac K2x^2$. Its derivative $f'(x)+Kx$ is positive on $(0,w/2)$, hence $\varphi(0)<\varphi(w/2)$, that is

$$1<f(w/2)+\frac{Kw^2}{8}.$$

On the right half take $\varphi(x)=f(x)-\tfrac K2(w-x)^2$. Its derivative $f'(x)+K(w-x)$ is positive on $(w/2,w)$, hence $\varphi(w/2)<\varphi(w)$, that is

$$f(w/2)-\frac{Kw^2}{8}<0.$$

Adding the two inequalities removes the unknown midpoint value $f(w/2)$ and leaves $1<Kw^2/4$, or $K>4/w^2$.

The hypotheses `h₁` and `h₂` are the two sides of the tent, and `left` and `right` are the two displayed inequalities. After the boundary values have been inserted and the denominator cleared, `nlinarith` combines them.

```lean
/-- If the downward slope of a switch of width `w > 0` stays below a tent with sides of
steepness `K`, then `K` exceeds `4 / w ^ 2`. -/
theorem tent_bound {w K : ℝ} {f f' : ℝ → ℝ} (hw : 0 < w) (hs : IsSwitch w f f')
    (h₁ : ∀ x ∈ Ioo 0 (w / 2), -f' x < K * x)
    (h₂ : ∀ x ∈ Ioo (w / 2) w, -f' x < K * (w - x)) : 4 / w ^ 2 < K := by
  -- left half: at the midpoint the switch is above a parabola that starts at one
  have left := lt_of_slope_pos (φ := fun x => f x + K / 2 * (x * x))
    (φ' := fun x => f' x + K * x) (half_pos hw)
    (fun x => ((hs.slope x).fun_add
      (((hasDerivAt_id' x).fun_mul (hasDerivAt_id' x)).const_mul (K / 2))).congr_deriv (by ring))
    (fun x hx => by have := h₁ x hx; linarith)
  -- right half: at the midpoint the switch is below a parabola that lands at zero
  have right := lt_of_slope_pos (φ := fun x => f x - K / 2 * ((w - x) * (w - x)))
    (φ' := fun x => f' x + K * (w - x)) (half_lt_self hw)
    (fun x => ((hs.slope x).fun_sub
      ((((hasDerivAt_id' x).const_sub w).fun_mul
        ((hasDerivAt_id' x).const_sub w)).const_mul (K / 2))).congr_deriv (by ring))
    (fun x hx => by have := h₂ x hx; linarith)
  simp only [hs.value_zero, hs.value_end] at left right
  rw [div_lt_iff₀ (by positivity)]
  nlinarith
```

## From the slope to the curvature

Set $K=4/w^2$ and suppose, for contradiction, that $|f''(x)|<K$ at every $x$ in $[0,w]$. A slope that starts at zero and changes more slowly than $K$ cannot reach the side of the tent.

For $x$ in $(0,w/2)$, the function $\varphi(y)=f'(y)+Ky$ has derivative $f''(y)+K>0$ on $(0,x)$. Since $f'(0)=0$,

$$0<f'(x)+Kx,\qquad\text{so}\qquad -f'(x)<Kx.$$

For $x$ in $(w/2,w)$, the function $\varphi(y)=Ky-f'(y)$ has derivative $K-f''(y)>0$ on $(x,w)$. Since $f'(w)=0$,

$$Kx-f'(x)<Kw,\qquad\text{so}\qquad -f'(x)<K(w-x).$$

The slope therefore lies below the tent of steepness $K$, and the previous result gives $4/w^2<K=4/w^2$, which is impossible.

In the statement, `f''` is again a separate function, tied to `f'` by the hypothesis `hf'`. It need not be continuous. `Icc 0 w` is the closed interval $[0,w]$. The proof opens with `by_contra!`, which supplies the assumed small curvature as `h`. It then calls `tent_bound` and checks the two sides of the tent in the two bulleted blocks.

```lean
/-- Every twice differentiable switch of width `w > 0` has a point in `[0, w]` where its
curvature is at least `4 / w ^ 2` in magnitude. -/
theorem exists_curvature_ge {w : ℝ} {f f' f'' : ℝ → ℝ} (hw : 0 < w) (hs : IsSwitch w f f')
    (hf' : ∀ x, HasDerivAt f' (f'' x) x) : ∃ x ∈ Icc 0 w, 4 / w ^ 2 ≤ |f'' x| := by
  by_contra! h
  -- a smaller curvature everywhere would keep the slope below the tent
  refine lt_irrefl _ (tent_bound (K := 4 / w ^ 2) hw hs (fun x hx => ?_) (fun x hx => ?_))
  · have := lt_of_slope_pos (φ := fun y => f' y + 4 / w ^ 2 * y)
      (φ' := fun y => f'' y + 4 / w ^ 2) hx.1
      (fun y => ((hf' y).fun_add ((hasDerivAt_id' y).const_mul _)).congr_deriv (by ring))
      (fun y hy => by
        have := (abs_lt.1 (h y ⟨hy.1.le, by linarith [hy.2, hx.2]⟩)).1
        linarith)
    simp only [hs.slope_zero] at this
    linarith
  · have := lt_of_slope_pos (φ := fun y => 4 / w ^ 2 * y - f' y)
      (φ' := fun y => 4 / w ^ 2 - f'' y) hx.2
      (fun y => (((hasDerivAt_id' y).const_mul _).fun_sub (hf' y)).congr_deriv (by ring))
      (fun y hy => by
        have := (abs_lt.1 (h y ⟨by linarith [hy.1, hx.1], hy.2.le⟩)).2
        linarith)
    simp only [hs.slope_end] at this
    linarith
```

**The limiting case.** The comparison loses nothing when the slope follows the tent exactly. This gives two parabolas, $1-2(x/w)^2$ up to the midpoint and $2(1-x/w)^2$ after it, with curvature $-4/w^2$ and then $+4/w^2$. The curvature jumps at $x=w/2$, so this function is not twice differentiable there. Rounding the corner of the tent slightly, and steepening its sides just enough to restore the area, gives twice differentiable switches whose largest curvature is as close to $4/w^2$ as desired, so no larger constant would do. This paragraph is an argument by hand and has no theorem in the code.

## The cubic switch comes within a factor of 3/2

With $t=x/w$, differentiating the cubic gives

$$f'(x)=\frac{6t^2-6t}{w},\qquad f''(x)=\frac{12t-6}{w^2}.$$

At $t=0$ the value is $1$ and the slope $0$; at $t=1$ both are $0$. For $0\le t\le1$ the numerator $12t-6$ lies between $-6$ and $6$, so $|f''|\le 6/w^2$ on $[0,w]$. Switches of the required kind thus exist for every positive width, and a simple polynomial already keeps its curvature within $3/2$ times the lower bound.

The theorem has three parts: the cubic is a switch with the stated slope, the slope has the stated derivative, and the curvature obeys the bound. The derivatives in the first two are obtained by writing the powers as products and applying the product rule, the boundary conditions by substitution, and the third part from $0\le x/w\le1$.

```lean
/-- For `w > 0` the cubic function is a twice differentiable switch of width `w`, and its
curvature on `[0, w]` is at most `6 / w ^ 2` in magnitude. -/
theorem cubicSwitch_witness {w : ℝ} (hw : 0 < w) :
    IsSwitch w (cubicSwitch w) (fun x => (6 * (x / w) ^ 2 - 6 * (x / w)) / w) ∧
    (∀ x, HasDerivAt (fun x => (6 * (x / w) ^ 2 - 6 * (x / w)) / w)
      ((12 * (x / w) - 6) / w ^ 2) x) ∧
    ∀ x ∈ Icc 0 w, |(12 * (x / w) - 6) / w ^ 2| ≤ 6 / w ^ 2 := by
  have h (x : ℝ) := (hasDerivAt_id' x).div_const w
  have h2 (x : ℝ) := (h x).fun_mul (h x)
  refine ⟨⟨fun x => ?_, ?_, ?_, ?_, ?_⟩, fun x => ?_, fun x hx => ?_⟩
  · have e : cubicSwitch w =
        fun y => 1 - 3 * (y / w * (y / w)) + 2 * (y / w * (y / w) * (y / w)) := by
      ext y
      simp only [cubicSwitch]
      ring
    rw [e]
    refine ((((h2 x).const_mul 3).const_sub 1).fun_add
      (((h2 x).fun_mul (h x)).const_mul 2)).congr_deriv ?_
    ring
  · simp [cubicSwitch]
  · simp only [cubicSwitch, div_self hw.ne']
    norm_num
  · simp
  · simp [div_self hw.ne']
  · have e : (fun y : ℝ => (6 * (y / w) ^ 2 - 6 * (y / w)) / w) =
        fun y => (6 * (y / w * (y / w)) - 6 * (y / w)) / w := by
      ext y
      ring
    rw [e]
    refine ((((h2 x).const_mul 6).fun_sub ((h x).const_mul 6)).div_const w).congr_deriv ?_
    ring
  · have h0 : 0 ≤ x / w := div_nonneg hx.1 hw.le
    have h1 : x / w ≤ 1 := (div_le_one hw).2 hx.2
    have hp : 0 < w ^ 2 := by positivity
    rw [abs_div, abs_of_pos hp]
    exact div_le_div_of_nonneg_right (abs_le.2 ⟨by linarith, by linarith⟩) hp.le
```

## The bound passes to the kernel

Only $f$ depends on $\alpha$ in the interpolation, so

$$e'(\alpha)=f'(\alpha)(e_0-e_1),\qquad e''(\alpha)=f''(\alpha)(e_0-e_1).$$

At the point $x$ where $|f''(x)|\ge4/w^2$,

$$|e''(x)|=|f''(x)|\,|e_0-e_1|\ge\frac{4|e_0-e_1|}{w^2}.$$

If $e_0=e_1$ there is nothing to switch, and the bound reads $0\le0$.

In the proof, `h1` computes the first derivative as a function and `h2` the second derivative at $x$. The closing `calc` multiplies the curvature bound by $|e_0-e_1|$.

```lean
/-- For a twice differentiable switch of width `w > 0`, the kernel reaches at least
`4 |e₀ - e₁| / w ^ 2` in magnitude somewhere in `[0, w]`. -/
theorem exists_kernel_ge {w : ℝ} {f f' f'' : ℝ → ℝ} (e₀ e₁ : ℝ) (hw : 0 < w)
    (hs : IsSwitch w f f') (hf' : ∀ x, HasDerivAt f' (f'' x) x) :
    ∃ x ∈ Icc 0 w, 4 * |e₀ - e₁| / w ^ 2 ≤ |xcKernel e₀ e₁ f x| := by
  obtain ⟨x, hx, h⟩ := exists_curvature_ge hw hs hf'
  refine ⟨x, hx, ?_⟩
  -- the kernel is the curvature of the switch times the energy difference
  have h1 : deriv (xcEnergy e₀ e₁ f) = fun α => f' α * (e₀ - e₁) := by
    ext α
    exact (((hs.slope α).mul_const (e₀ - e₁)).const_add e₁).deriv
  have h2 : xcKernel e₀ e₁ f x = f'' x * (e₀ - e₁) := by
    unfold xcKernel
    rw [h1]
    exact ((hf' x).mul_const (e₀ - e₁)).deriv
  rw [h2, abs_mul]
  calc 4 * |e₀ - e₁| / w ^ 2 = 4 / w ^ 2 * |e₀ - e₁| := by ring
    _ ≤ |f'' x| * |e₀ - e₁| := mul_le_mul_of_nonneg_right h (abs_nonneg _)
```

## Narrow switches exceed any prescribed kernel

Let $e_0\ne e_1$ and let $M$ be any real number. Choose

$$\delta=\min\left(1,\ \frac{4|e_0-e_1|}{|M|+1}\right)>0 .$$

If $0<w<\delta$, then $w<1$ gives $w^2\le w$, and

$$Mw^2\le(|M|+1)w^2\le(|M|+1)w<4|e_0-e_1|.$$

Dividing by $w^2$ yields $M<4|e_0-e_1|/w^2$, and the kernel reaches at least that value somewhere in $[0,w]$.

The order of the quantifiers carries the physical content. The width `δ` is chosen first, from $e_0$, $e_1$ and $M$ alone, and the statement then holds for every switch narrower than `δ`. A cleverer interpolation formula with the same end conditions cannot avoid it. The final `calc` block is the displayed chain of inequalities.

```lean
/-- If the two interpolated energies differ, then for every bound `M` there is a `δ > 0` such that
every twice differentiable switch of width `w`, with `0 < w < δ`, has a kernel exceeding `M` in
magnitude somewhere in `[0, w]`. -/
theorem narrow_switch_steep_kernel {e₀ e₁ : ℝ} (he : e₀ ≠ e₁) (M : ℝ) :
    ∃ δ > 0, ∀ (w : ℝ) (f f' f'' : ℝ → ℝ), 0 < w → w < δ → IsSwitch w f f' →
      (∀ x, HasDerivAt f' (f'' x) x) → ∃ x ∈ Icc 0 w, M < |xcKernel e₀ e₁ f x| := by
  have hd : 0 < |e₀ - e₁| := abs_pos.2 (sub_ne_zero.2 he)
  have hM : 0 < |M| + 1 := by positivity
  refine ⟨min 1 (4 * |e₀ - e₁| / (|M| + 1)), lt_min one_pos (by positivity), ?_⟩
  intro w f f' f'' hw hwδ hs hf'
  obtain ⟨x, hx, h⟩ := exists_kernel_ge e₀ e₁ hw hs hf'
  refine ⟨x, hx, lt_of_lt_of_le ?_ h⟩
  have hw1 : w < 1 := hwδ.trans_le (min_le_left _ _)
  have hw2 := hwδ.trans_le (min_le_right _ _)
  rw [lt_div_iff₀ hM] at hw2
  rw [lt_div_iff₀ (by positivity)]
  have hsq : w ^ 2 ≤ w := by nlinarith
  calc M * w ^ 2 ≤ (|M| + 1) * w ^ 2 :=
        mul_le_mul_of_nonneg_right (by linarith [le_abs_self M]) (sq_nonneg w)
    _ ≤ (|M| + 1) * w := mul_le_mul_of_nonneg_left hsq hM.le
    _ < 4 * |e₀ - e₁| := by linarith

end

end IsoOrbitalSwitch
```

```lean
#print axioms IsoOrbitalSwitch.exists_curvature_ge
#print axioms IsoOrbitalSwitch.narrow_switch_steep_kernel
```

```
'IsoOrbitalSwitch.exists_curvature_ge' depends on axioms: [propext, Classical.choice, Quot.sound]
'IsoOrbitalSwitch.narrow_switch_steep_kernel' depends on axioms: [propext, Classical.choice, Quot.sound]
```

## What this means for a density functional

For functionals that interpolate in $\alpha$ between two expressions not themselves dependent on $\alpha$, with a twice differentiable switch flat at both ends, the bound sets a floor under the peak magnitude of one second derivative that enters linear-response calculations, at fixed density and gradient. The step from here to a real calculation is the passage from $e''(\alpha)$ to the full kernel. There $\alpha$ itself varies with the density, its gradient and the orbitals, so $e''(\alpha)$ is multiplied by derivatives of $\alpha$ and added to other terms. The hypotheses say nothing about the size of those factors or about cancellation between the terms.
